# At zero energy, the incoming s-wave of unit density in a −C₄/r⁴ potential carries twice the Langevin rate

Q: An ion attracts a neutral atom, and every pair that reaches short range reacts. What is the rate at zero energy? Start with the smallest case.

A: Let \(r\) be the separation, and choose units in which \(\hbar\) and the reduced mass \(\mu\) are 1. Take the attraction \(-1/(2r^4)\). The s-wave \(\psi=u/r\) then needs \(u''+u/r^4=0\), which \(u=re^{i/r}\) solves. Its slope is \(u'=(1-i/r)e^{i/r}\), so \(\bar u u'=r-i\), with imaginary part \(-1\) at every \(r\). The current inward through any sphere is \(4\pi\), at density \(|\psi|^2=1\). The classical Langevin rate is \(2\pi\).

Q: And for a general attraction \(-C_4/r^4\)?

A: The zero-energy equation \(-\frac{\hbar^2}{2\mu}u''-\frac{C_4}{r^4}u=0\) becomes \(u''+R^2u/r^4=0\) with \(R^2=2\mu C_4/\hbar^2\). For \(u=re^{iR/r}\),
\[
u'=\Bigl(1-\frac{iR}{r}\Bigr)e^{iR/r},\qquad
u''=\Bigl[\frac{iR}{r^2}-\frac{iR}{r^2}\Bigl(1-\frac{iR}{r}\Bigr)\Bigr]e^{iR/r}=-\frac{R^2}{r^3}e^{iR/r}=-\frac{R^2}{r^4}u .
\]
Now \(\bar u u'=r-iR\), so the flux \(\mathrm{Im}(\bar u u')\) is \(-R\). With \(t=1/r\), \(u-r=(e^{iRt}-1)/t\to iR\) at large distance.

The radial current density is \((\hbar/\mu)\,\mathrm{Im}(\bar\psi\psi')=(\hbar/\mu)\,\mathrm{Im}(\bar u u')/r^2\), because the extra term \(-|u|^2/r^3\) in \(\bar\psi\psi'\) is real. Multiplying by \(-4\pi r^2\) gives the inward rate
\[
\frac{4\pi\hbar R}{\mu}=4\pi\sqrt{\frac{2C_4}{\mu}} .
\]

Q: Where does the classical number come from?

A: At energy \(E\) and impact parameter \(b\), the effective potential \(Eb^2/r^2-C_4/r^4\) has a barrier of height \(E^2b^4/(4C_4)\). Capture needs this to be below \(E\), so \(b^2<2\sqrt{C_4/E}\). The cross-section \(2\pi\sqrt{C_4/E}\) times the speed \(\sqrt{2E/\mu}\) is \(2\pi\sqrt{2C_4/\mu}\), whatever the energy. In Lean this rate is a definition.

Q: Then show me the definitions. I suspect the factor of two has been put in there.

```lean
import Mathlib

open Complex Filter Topology ComplexConjugate

namespace PolarizationCapture

noncomputable section

/-- The radial wave `r exp(iR/r)`, for `r ≠ 0`; it is incoming for `R > 0` and outgoing
for `R < 0`. -/
def wave (R r : ℝ) : ℂ := r * Complex.exp (I * R / r)

/-- The expression `(1 - iR/r) exp(iR/r)`, for `r ≠ 0`. -/
def waveSlope (R r : ℝ) : ℂ := (1 - I * R / r) * Complex.exp (I * R / r)

/-- On `r > 0` the function `u` has derivative `v` and obeys `u'' + R² u / r⁴ = 0`. -/
def Solves (R : ℝ) (u v : ℝ → ℂ) : Prop :=
  ∀ r : ℝ, 0 < r → HasDerivAt u (v r) r ∧ HasDerivAt v (-((R : ℂ) ^ 2 / (r : ℂ) ^ 4) * u r) r

/-- The probability current of `ψ = u/r` inward through the sphere of radius `r > 0`,
for reduced mass `μ ≠ 0`. -/
def inwardRate (hbar μ : ℝ) (u : ℝ → ℂ) (r : ℝ) : ℝ :=
  -(4 * Real.pi * hbar / μ) * (conj (u r) * deriv u r).im

/-- The classical Langevin capture rate in the potential `-C₄/r⁴`, for `μ > 0` and `C₄ ≥ 0`. -/
def langevinRate (μ C4 : ℝ) : ℝ := 2 * Real.pi * Real.sqrt (2 * C4 / μ)

/-- The incoming wave plus `ρ` times the outgoing wave, divided by `1 + ρ`, for `ρ ≠ -1`. -/
def reflectedWave (R : ℝ) (ρ : ℂ) (r : ℝ) : ℂ := (wave R r + ρ * wave (-R) r) / (1 + ρ)
```

A: It has not. `inwardRate` is the current formula above, for any differentiable `u`, and `langevinRate` is the classical result.

`wave R` is \(re^{iR/r}\), and `Solves R u v` says that `v` is the derivative of `u` and that the radial equation holds for \(r>0\). Here `R` is a length set by the potential and the reduced mass, not a separation, and `ρ` is the amplitude for reflection at short range, not a density. `C4` measures the charge-induced-dipole attraction; some texts write \(-C_4/(2r^4)\) instead.

Q: What do the final theorems say?

A: `quantum_capture` assumes \(\hbar,\mu,R>0\) and \(R^2=2\mu C_4/\hbar^2\), which makes \(C_4\) positive. It concludes that the wave solves the Schrödinger equation, that \(u-r\to iR\), and that the inward rate is twice Langevin's at every radius.

`capture_with_reflection` adds an outgoing wave of complex amplitude \(\rho\ne-1\) and divides by \(1+\rho\), which keeps unit density at infinity. The limit of \(u-r\) becomes \(iR(1-\rho)/(1+\rho)\), and the rate is multiplied by \((1-|\rho|^2)/|1+\rho|^2\).

Q: Who decided that nothing comes back out from short range?

A: The physicist does, by choosing \(\rho=0\). The phase \(R/r\) falls as \(r\) grows, so this wave moves inward. That short-range chemistry absorbs all of it, and so turns the current into a reaction rate, is the step the hypotheses do not supply. The result bears on ultracold ion–neutral reactions in their zero-energy s-wave limit, with a pure \(-C_4/r^4\) potential outside the reactive region.

Q: Now the proofs. Does the first one follow your differentiation?

```lean
/-- The wave `r exp(iR/r)` solves `u'' + R² u / r⁴ = 0` on `r > 0`, for either sign of `R`. -/
theorem wave_solves (R : ℝ) : Solves R (wave R) (waveSlope R) := by
  intro r hr
  have hr' : (r : ℂ) ≠ 0 := by exact_mod_cast hr.ne'
  have h0 : HasDerivAt (fun x : ℝ => (x : ℂ)) 1 r := by
    simpa using (hasDerivAt_id r).ofReal_comp
  have hq : HasDerivAt (fun x : ℝ => I * (R : ℂ) / (x : ℂ)) (-(I * R) / (r : ℂ) ^ 2) r :=
    ((hasDerivAt_const r (I * (R : ℂ))).fun_div h0 hr').congr_deriv (by ring)
  have he := hq.cexp
  constructor
  · have key : (r : ℂ) * (-(I * R) / (r : ℂ) ^ 2) = -(I * R / r) := by field_simp
    refine (h0.fun_mul he).congr_deriv ?_
    unfold waveSlope
    linear_combination Complex.exp (I * R / r) * key
  · -- the terms of order 1/r² cancel and leave the potential term
    have key : (R : ℂ) ^ 2 / (r : ℂ) ^ 4 * r = (R : ℂ) ^ 2 / (r : ℂ) ^ 3 := by field_simp
    refine (((hasDerivAt_const r (1 : ℂ)).fun_sub hq).fun_mul he).congr_deriv ?_
    unfold wave
    linear_combination Complex.exp (I * R / r) * (R : ℂ) ^ 2 / (r : ℂ) ^ 3 * I_sq
      + Complex.exp (I * R / r) * key
```

A: Yes. `hq` differentiates the exponent and `he` the exponential, and the product rule is applied twice. `linear_combination` checks the cancellation, with `I_sq` supplying \(i^2=-1\).

Q: And the flux?

```lean
/-- Complex conjugation turns the incoming wave and its slope into the outgoing ones. -/
theorem conj_wave (R r : ℝ) :
    conj (wave R r) = wave (-R) r ∧ conj (waveSlope R r) = waveSlope (-R) r := by
  unfold wave waveSlope
  constructor <;> rw [map_mul, ← Complex.exp_conj] <;> simp

/-- For `r > 0` the slope of the wave times the conjugate wave is `r - iR`. -/
theorem slope_mul_wave (R : ℝ) {r : ℝ} (hr : 0 < r) :
    waveSlope R r * wave (-R) r = r - I * R := by
  have hr' : (r : ℂ) ≠ 0 := by exact_mod_cast hr.ne'
  have phase : Complex.exp (I * ((-R : ℝ) : ℂ) / r) * Complex.exp (I * R / r) = 1 := by
    rw [← Complex.exp_add, ← Complex.exp_zero]
    congr 1
    push_cast
    ring
  have key : I * (R : ℂ) / r * r = I * R := div_mul_cancel₀ _ hr'
  unfold waveSlope wave
  linear_combination (1 - I * (R : ℂ) / r) * r * phase - key

/-- The flux `Im(ū u')` of the wave equals `-R` at every `r > 0`. -/
theorem wave_flux (R : ℝ) {r : ℝ} (hr : 0 < r) :
    (conj (wave R r) * deriv (wave R) r).im = -R := by
  rw [(wave_solves R r hr).1.deriv, (conj_wave R r).1, mul_comm, slope_mul_wave R hr]
  simp
```

A: Conjugation changes \(R\) to \(-R\). In `slope_mul_wave`, `phase` says that the two exponentials multiply to 1, which leaves \(r-iR\). `wave_flux` takes the imaginary part.

Q: The limit at infinity?

```lean
/-- At large distance `u(r) - r` tends to `iR`. -/
theorem wave_asymptote (R : ℝ) :
    Tendsto (fun r : ℝ => wave R r - r) atTop (𝓝 (I * R)) := by
  -- the limit is the derivative of exp(iRt) at t = 0, taken along t = 1/r
  have h0 : HasDerivAt (fun t : ℝ => (t : ℂ)) 1 0 := by
    simpa using (hasDerivAt_id (0 : ℝ)).ofReal_comp
  have h1 : HasDerivAt (fun t : ℝ => Complex.exp (I * R * (t : ℂ))) (I * R) 0 :=
    (h0.const_mul (I * (R : ℂ))).cexp.congr_deriv (by simp)
  have h2 : Tendsto (fun r : ℝ => r⁻¹) atTop (𝓝[≠] 0) := by
    refine tendsto_nhdsWithin_iff.2 ⟨tendsto_inv_atTop_zero, ?_⟩
    filter_upwards [eventually_gt_atTop (0 : ℝ)] with r hr
    exact inv_ne_zero hr.ne'
  refine ((hasDerivAt_iff_tendsto_slope_zero.1 h1).comp h2).congr (fun r => ?_)
  simp [wave, div_eq_mul_inv, mul_sub]
```

A: `h1` is the derivative of \(e^{iRt}\) at \(t=0\), and `h2` says that \(1/r\) tends to 0 without being 0. Composing them gives the difference quotient above.

Q: Could there be some other zero-energy s-wave solution that you have overlooked?

```lean
/-- For `R ≠ 0` every solution of `u'' + R² u / r⁴ = 0` on `r > 0` is a superposition of the
incoming and the outgoing wave. -/
theorem general_solution {R : ℝ} (hR : R ≠ 0) {f g : ℝ → ℂ} (hf : Solves R f g) :
    ∃ A B : ℂ, ∀ r : ℝ, 0 < r → f r = A * wave R r + B * wave (-R) r := by
  -- the Wronskian of two solutions is constant
  have wronskian : ∀ u v : ℝ → ℂ, Solves R u v → ∀ r : ℝ, 0 < r →
      f r * v r - g r * u r = f 1 * v 1 - g 1 * u 1 := by
    intro u v hu r hr
    have hd : ∀ x : ℝ, 0 < x → HasDerivAt (fun x => f x * v x - g x * u x) 0 x :=
      fun x hx => (((hf x hx).1.fun_mul (hu x hx).2).fun_sub
        ((hf x hx).2.fun_mul (hu x hx).1)).congr_deriv (by ring)
    have hdiff : DifferentiableOn ℝ (fun x => f x * v x - g x * u x) (Set.Ioi 0) :=
      fun x hx => (hd x hx).differentiableAt.differentiableWithinAt
    have h := isOpen_Ioi.is_const_of_deriv_eq_zero isPreconnected_Ioi hdiff
      (fun x hx => (hd x hx).deriv) (Set.mem_Ioi.2 hr) (Set.mem_Ioi.2 one_pos)
    exact h
  have hout : Solves R (wave (-R)) (waveSlope (-R)) := by
    intro r hr
    simpa using wave_solves (-R) r hr
  have hne : 2 * I * (R : ℂ) ≠ 0 := by simp [hR]
  refine ⟨(f 1 * waveSlope (-R) 1 - g 1 * wave (-R) 1) / (2 * I * R),
    -(f 1 * waveSlope R 1 - g 1 * wave R 1) / (2 * I * R), fun r hr => ?_⟩
  have h1 := wronskian _ _ (wave_solves R) r hr
  have h2 := wronskian _ _ hout r hr
  have h3 := slope_mul_wave R hr
  have h4 := slope_mul_wave (-R) hr
  rw [neg_neg] at h4
  push_cast at h4
  -- eliminate the slope of f between the two Wronskians
  have h5 : f r * (2 * I * R) = (f 1 * waveSlope (-R) 1 - g 1 * wave (-R) 1) * wave R r
      - (f 1 * waveSlope R 1 - g 1 * wave R 1) * wave (-R) r := by
    linear_combination f r * h3 - f r * h4 - wave (-R) r * h1 + wave R r * h2
  linear_combination (eq_div_iff hne).2 h5
```

A: No. Write \(w_\pm\) for the waves with \(\pm R\) and \(s_\pm\) for their slopes. For a solution \(f\) with slope \(g\), the Wronskians \(W_\pm=fs_\pm-gw_\pm\) have zero derivative, so they are constant on \(r>0\). Eliminating \(g\) gives
\[
W_-w_+-W_+w_-=f\,(s_-w_+-s_+w_-)=f\,[(r+iR)-(r-iR)]=2iRf ,
\]
which is `h5`. Division by \(2iR\) gives the coefficients. At \(R=0\) both waves equal \(r\), and the solution \(u=1\) would be missed.

Q: So where does the two appear?

```lean
/-- If `R² = 2μC₄/ħ²` with `ħ, μ, R > 0`, then `4πħR/μ` is twice the Langevin rate. -/
theorem two_langevin {hbar μ C4 R : ℝ} (hh : 0 < hbar) (hμ : 0 < μ) (hR : 0 < R)
    (hC : R ^ 2 = 2 * μ * C4 / hbar ^ 2) :
    4 * Real.pi * hbar * R / μ = 2 * langevinRate μ C4 := by
  have hs : 2 * C4 / μ = (hbar * R / μ) ^ 2 := by
    rw [div_pow, mul_pow, hC]
    field_simp
  rw [langevinRate, hs, Real.sqrt_sq (by positivity)]
  ring

/-- Let `R² = 2μC₄/ħ²` with `ħ, μ, R > 0`. The wave `r exp(iR/r)` solves the zero-energy radial
Schrödinger equation in the potential `-C₄/r⁴`, approaches `r + iR` at infinity, and carries
twice the Langevin rate inward through every sphere. -/
theorem quantum_capture {hbar μ C4 R : ℝ} (hh : 0 < hbar) (hμ : 0 < μ) (hR : 0 < R)
    (hC : R ^ 2 = 2 * μ * C4 / hbar ^ 2) :
    (∀ r : ℝ, 0 < r → -((hbar : ℂ) ^ 2 / (2 * μ)) * deriv (deriv (wave R)) r
        - C4 / (r : ℂ) ^ 4 * wave R r = 0) ∧
    Tendsto (fun r : ℝ => wave R r - r) atTop (𝓝 (I * R)) ∧
    ∀ r : ℝ, 0 < r → inwardRate hbar μ (wave R) r = 2 * langevinRate μ C4 := by
  refine ⟨fun r hr => ?_, wave_asymptote R, fun r hr => ?_⟩
  · have hd : deriv (wave R) =ᶠ[𝓝 r] waveSlope R := by
      filter_upwards [isOpen_Ioi.mem_nhds (Set.mem_Ioi.2 hr)] with x hx
      exact (wave_solves R x hx).1.deriv
    have hc : hbar ^ 2 / (2 * μ) * R ^ 2 = C4 := by
      rw [hC]
      field_simp
    have hc' : (hbar : ℂ) ^ 2 / (2 * μ) * (R : ℂ) ^ 2 = C4 := by exact_mod_cast hc
    rw [hd.deriv_eq, (wave_solves R r hr).2.deriv]
    linear_combination wave R r / (r : ℂ) ^ 4 * hc'
  · rw [inwardRate, wave_flux R hr, ← two_langevin hh hμ hR hC]
    ring
```

A: `two_langevin` rewrites \(2C_4/\mu\) as \((\hbar R/\mu)^2\) and takes the positive root. In `quantum_capture`, `hd` identifies the derivative with `waveSlope` in a neighbourhood of \(r\), so that it can be differentiated again. The rate then follows from `wave_flux`.

Q: With reflection, I would expect interference terms in the current.

```lean
/-- Let `R² = 2μC₄/ħ²` with `ħ, μ, R > 0`, and let `u` be the incoming wave plus `ρ` times the
outgoing wave, divided by `1 + ρ`, with `ρ ≠ -1`. Then `u - r` tends to `iR(1-ρ)/(1+ρ)`, and the
inward rate is twice the Langevin rate times `(1-|ρ|²)/|1+ρ|²`. -/
theorem capture_with_reflection {hbar μ C4 R : ℝ} (hh : 0 < hbar) (hμ : 0 < μ) (hR : 0 < R)
    (hC : R ^ 2 = 2 * μ * C4 / hbar ^ 2) {ρ : ℂ} (hρ : 1 + ρ ≠ 0) :
    Tendsto (fun r : ℝ => reflectedWave R ρ r - r) atTop (𝓝 (I * R * (1 - ρ) / (1 + ρ))) ∧
    ∀ r : ℝ, 0 < r → inwardRate hbar μ (reflectedWave R ρ) r =
      2 * langevinRate μ C4 * ((1 - ‖ρ‖ ^ 2) / ‖1 + ρ‖ ^ 2) := by
  constructor
  · have h := ((wave_asymptote R).add ((wave_asymptote (-R)).const_mul ρ)).div_const (1 + ρ)
    have hl : (I * (R : ℂ) + ρ * (I * ((-R : ℝ) : ℂ))) / (1 + ρ)
        = I * R * (1 - ρ) / (1 + ρ) := by
      push_cast
      ring
    rw [hl] at h
    refine h.congr (fun r => ?_)
    rw [reflectedWave, div_eq_iff hρ, sub_mul, div_mul_cancel₀ _ hρ]
    ring
  · intro r hr
    have hout := (wave_solves (-R) r hr).1
    have h : HasDerivAt (reflectedWave R ρ)
        ((waveSlope R r + ρ * waveSlope (-R) r) / (1 + ρ)) r :=
      ((wave_solves R r hr).1.fun_add (hout.const_mul ρ)).div_const (1 + ρ)
    have hflux := wave_flux R hr
    rw [(wave_solves R r hr).1.deriv] at hflux
    -- the interference terms are complex conjugates and carry no flux
    have cross : ∀ w s : ℂ, (conj (w + ρ * conj w) * (s + ρ * conj s)).im
        = (1 - Complex.normSq ρ) * (conj w * s).im := by
      intro w s
      simp [Complex.normSq_apply]
      ring
    rw [inwardRate, h.deriv, reflectedWave, ← (conj_wave R r).1, ← (conj_wave R r).2,
      map_div₀, div_mul_div_comm, ← Complex.normSq_eq_conj_mul_self, Complex.div_ofReal_im,
      cross, hflux, ← two_langevin hh hμ hR hC, ← Complex.normSq_eq_norm_sq,
      ← Complex.normSq_eq_norm_sq]
    ring

end

end PolarizationCapture
```

A: They cancel. With \(w=w_+\) and \(s=s_+\),
\[
\overline{(w+\rho\bar w)}\,(s+\rho\bar s)=\bar ws+|\rho|^2w\bar s+(\rho\bar w\bar s+\bar\rho ws),
\]
and the bracket is a number plus its conjugate, hence real. The imaginary part is \(-(1-|\rho|^2)R\), which is `cross` combined with `hflux`. Dividing by \(|1+\rho|^2\) gives the factor. The limit follows by adding the two asymptotes.

Q: Give me numbers, and a limit where I know the answer.

A: In the opening units, \(\rho=\tfrac12\) gives the factor \(\tfrac34/\tfrac94=\tfrac13\), so the rate is \(4\pi/3\). For \(\rho=-\tfrac12\) the factor is \(\tfrac34/\tfrac14=3\) and the rate is \(12\pi\): partial reflection can raise the rate, because destructive interference lowers the density at infinity, and the rate is taken at unit density. At \(\rho=1\) the wave is \(r\cos(1/r)\), which is real, and the rate is zero, as it must be when everything is reflected.

```lean
#print axioms PolarizationCapture.general_solution
#print axioms PolarizationCapture.quantum_capture
#print axioms PolarizationCapture.capture_with_reflection
```

```
'PolarizationCapture.general_solution' depends on axioms: [propext, Classical.choice, Quot.sound]
'PolarizationCapture.quantum_capture' depends on axioms: [propext, Classical.choice, Quot.sound]
'PolarizationCapture.capture_with_reflection' depends on axioms: [propext, Classical.choice, Quot.sound]
```
